# Lanczos quadrature weights as inverse sums of squared recurrence polynomials

Let J be a real symmetric tridiagonal matrix on sites 0, …, m, with diagonal entries a_0, …, a_m and non-zero couplings b_0, …, b_{m−1}. If v is a unit eigenvector of J with eigenvalue t, then

v_0² = 1 / ∑_{k=0}^{m} p_k(t)²,

where the polynomials p_k start from p_0 = 1 and follow

b_k p_{k+1}(x) = (x − a_k) p_k(x) − b_{k−1} p_{k−1}(x), for 0 ≤ k < m,

with the last term absent at k = 0. The right-hand side of the recurrence at the last site defines the residual polynomial

r_m(x) = (x − a_m) p_m(x) − b_{m−1} p_{m−1}(x), with r_0(x) = x − a_0.

Its real zeros are exactly the eigenvalues of J, and each of them is simple. Writing t_j for the eigenvalues, the moments of the first site are, for every k ≥ 0,

(J^k)_{00} = ∑_j w_j t_j^k, with w_j = 1 / ∑_{i=0}^{m} p_i(t_j)².

## Spectral weights in a Lanczos code

A Lanczos run started from a normalised vector produces the numbers a_k and b_k. One way to obtain a local density of states or a spectral function from them is to diagonalise J, place a peak for each t_j (at t_j itself for a one-particle Hamiltonian; for a many-body spectral function with reference-state energy E_0, at t_j − E_0 for electron addition and at E_0 − t_j for removal), and weight it by the squared first component of the unit eigenvector, times the squared norm that the starting vector had before it was normalised. For a finite chain in exact arithmetic, the identity gives the same squared component from the eigenvalue and the recurrence coefficients alone.

This permits an eigenvalue-only solver followed by one pass of the recurrence per eigenvalue, or a comparison of the two routes as a consistency test. In floating point the recurrence can amplify errors in t, so disagreement on a long chain need not mean a programming error.

## From the rows of J to the weight

**Components.** For m = 0 the only component is v_0 = v_0 p_0(t). For m ≥ 1, row 0 of Jv = tv reads b_0 v_1 = (t − a_0) v_0, so v_1 = v_0 p_1(t). If v_k = v_0 p_k(t) and v_{k−1} = v_0 p_{k−1}(t), then row k gives, for 1 ≤ k < m,

b_k v_{k+1} = (t − a_k) v_k − b_{k−1} v_{k−1} = v_0 b_k p_{k+1}(t).

Dividing by b_k ≠ 0 gives v_{k+1} = v_0 p_{k+1}(t). Hence v_k = v_0 p_k(t) on every site, and v_0 ≠ 0, since otherwise v would vanish.

**Eigenvalues.** Row m has no site to its right, so it says v_0 r_m(t) = 0, and therefore r_m(t) = 0. Conversely, let p(t) be the vector with components p_0(t), …, p_m(t), and e_m the unit vector on the last site. For any real t,

J p(t) = t p(t) − r_m(t) e_m.

If r_m(t) = 0, then p(t) is an eigenvector. It is non-zero because its first component is 1.

**Weight.** Normalisation gives

1 = ∑_{k=0}^{m} v_k² = v_0² ∑_{k=0}^{m} p_k(t)².

The sum is at least p_0² = 1, so the division is allowed.

**Simplicity.** The confluent Christoffel–Darboux identity is

∑_{k=0}^{m} p_k² = r_m′ p_m − r_m p_m′.

For m = 0 both sides equal 1. For the step from m to m + 1, the coupling b_m is now part of the matrix, and r_m = b_m p_{m+1}. Insert r_{m+1} = (x − a_{m+1}) p_{m+1} − b_m p_m. The terms containing x − a_{m+1} cancel, except for the one from differentiating x:

r_{m+1}′ p_{m+1} − r_{m+1} p_{m+1}′
= p_{m+1}² + b_m (p_{m+1}′ p_m − p_{m+1} p_m′)
= p_{m+1}² + r_m′ p_m − r_m p_m′.

At an eigenvalue r_m(t) = 0, so the positive sum equals r_m′(t) p_m(t). Thus r_m′(t) ≠ 0, and the weight can also be written

v_0² = 1 / (r_m′(t) p_m(t)).

**Moments.** Since J is real symmetric, it has an orthonormal basis of eigenvectors v^(j), one for each t_j. Then J^k = ∑_j t_j^k v^(j) (v^(j))ᵀ, and its (0,0) entry is ∑_j t_j^k (v^(j)_0)², which is the quadrature sum.

**Small chains, and a normalisation trap.** For m = 0 the only eigenvalue is a_0 and its weight is 1. For two sites with a_0 = a_1 = 0 and coupling b ≠ 0, p_1(x) = x/b and t = ±b, so each weight is 1/(1 + 1) = 1/2. Using the monic polynomial x in place of x/b would give 1/(1 + b²), which is wrong unless b² = 1. In a code that runs the monic recurrence, dividing the k-th polynomial by b_0 ⋯ b_{k−1} before squaring restores the correct sum.

## The Jacobi matrix and its quadrature in Lean

```lean
import Mathlib

open Matrix Polynomial

namespace LanczosGaussQuadrature

noncomputable section

/-- The real symmetric tridiagonal matrix on sites `0, …, m` with diagonal entries `a k`
and couplings `b k` between sites `k` and `k + 1`. -/
def jacobi (a b : ℕ → ℝ) (m : ℕ) : Matrix (Fin (m + 1)) (Fin (m + 1)) ℝ :=
  Matrix.of fun i j =>
    if (i : ℕ) = (j : ℕ) then a i else if (i : ℕ) + 1 = (j : ℕ) then b i
    else if (j : ℕ) + 1 = (i : ℕ) then b j else 0

/-- The Lanczos polynomials, generated from `p₀ = 1` by the three-term recurrence. -/
def lanczosPoly (a b : ℕ → ℝ) : ℕ → ℝ[X]
  | 0 => 1
  | 1 => C (b 0)⁻¹ * (X - C (a 0))
  | k + 2 => C (b (k + 1))⁻¹ *
      ((X - C (a (k + 1))) * lanczosPoly a b (k + 1) - C (b k) * lanczosPoly a b k)

/-- The residual polynomial at site `m`: the next Lanczos polynomial before normalisation. -/
def residual (a b : ℕ → ℝ) : ℕ → ℝ[X]
  | 0 => X - C (a 0)
  | m + 1 => (X - C (a (m + 1))) * lanczosPoly a b (m + 1) - C (b m) * lanczosPoly a b m

/-- The sum of the squared Lanczos polynomials on sites `0, …, m` at energy `t`. -/
def christoffelSum (a b : ℕ → ℝ) (m : ℕ) (t : ℝ) : ℝ :=
  ∑ k ∈ Finset.range (m + 1), (lanczosPoly a b k).eval t ^ 2

variable {a b : ℕ → ℝ} {m : ℕ} {t : ℝ}

/-- A non-zero coupling times the next Lanczos polynomial is the residual polynomial. -/
theorem coupling_mul_next {k : ℕ} (h : b k ≠ 0) :
    C (b k) * lanczosPoly a b (k + 1) = residual a b k := by
  have hc : C (b k) * C (b k)⁻¹ = (1 : ℝ[X]) := by
    rw [← C_mul, mul_inv_cancel₀ h, C_1]
  rcases k with _ | k
  · change C (b 0) * (C (b 0)⁻¹ * (X - C (a 0))) = X - C (a 0)
    rw [← mul_assoc, hc, one_mul]
  · rw [lanczosPoly, residual, ← mul_assoc, hc, one_mul]

/-- The tridiagonal matrix couples each site only to itself and its existing neighbours. -/
theorem jacobi_mulVec (u : ℕ → ℝ) (i : Fin (m + 1)) :
    (jacobi a b m *ᵥ fun j : Fin (m + 1) => u j) i =
      a i * u i + (if (i : ℕ) + 1 ≤ m then b i * u (i + 1) else 0)
        + (if 0 < (i : ℕ) then b (i - 1) * u (i - 1) else 0) := by
  have h : ∀ i j : ℕ,
      (if i = j then a i else if i + 1 = j then b i else if j + 1 = i then b j else 0) * u j
      = (if j = i then a i * u i else 0) + (if j = i + 1 then b i * u (i + 1) else 0)
        + (if j = i - 1 then (if 0 < i then b (i - 1) * u (i - 1) else 0) else 0) := by
    intro i j
    split_ifs <;> first | omega | (subst_vars; simp)
  have hi := i.isLt
  simp only [Matrix.mulVec, dotProduct, jacobi, Matrix.of_apply]
  rw [Fin.sum_univ_eq_sum_range (fun j => (if (i : ℕ) = j then a i else
    if (i : ℕ) + 1 = j then b i else if j + 1 = (i : ℕ) then b j else 0) * u j) (m + 1),
    Finset.sum_congr rfl (fun j _ => h i j), Finset.sum_add_distrib, Finset.sum_add_distrib,
    Finset.sum_ite_eq', Finset.sum_ite_eq', Finset.sum_ite_eq']
  simp only [Finset.mem_range]
  split_ifs <;> first | rfl | omega

/-- Every component of an eigenvector is its first component times the Lanczos polynomial
of that site at the eigenvalue. -/
theorem eigenvector_component (hb : ∀ k < m, b k ≠ 0) {v : Fin (m + 1) → ℝ}
    (hv : jacobi a b m *ᵥ v = t • v) (i : Fin (m + 1)) :
    v i = v 0 * (lanczosPoly a b i).eval t := by
  obtain ⟨u, hu⟩ : ∃ u : ℕ → ℝ, v = fun j : Fin (m + 1) => u j :=
    ⟨fun k => if h : k < m + 1 then v ⟨k, h⟩ else 0, by
      ext j
      change v j = if h : (j : ℕ) < m + 1 then v ⟨j, h⟩ else 0
      rw [dif_pos j.isLt]⟩
  subst hu
  have row : ∀ i, i ≤ m → a i * u i + (if i + 1 ≤ m then b i * u (i + 1) else 0)
      + (if 0 < i then b (i - 1) * u (i - 1) else 0) = t * u i := by
    intro i hi
    have h := congrFun hv ⟨i, by omega⟩
    rw [jacobi_mulVec] at h
    exact h
  -- each row of the eigenvalue equation fixes the next component
  have key : ∀ k, k ≤ m → u k = u 0 * (lanczosPoly a b k).eval t := by
    intro k
    induction k using Nat.strong_induction_on with
    | _ k ih =>
      intro hk
      rcases k with _ | _ | k
      · simp [lanczosPoly]
      · have h := row 0 (by omega)
        have s := congrArg (Polynomial.eval t) (coupling_mul_next (a := a) (hb 0 (by omega)))
        rw [if_pos (show 0 + 1 ≤ m by omega), if_neg (lt_irrefl 0)] at h
        simp only [residual, eval_mul, eval_sub, eval_C, eval_X, zero_add] at h s ⊢
        apply mul_left_cancel₀ (hb 0 (by omega))
        linear_combination h - u 0 * s
      · have h := row (k + 1) (by omega)
        have s := congrArg (Polynomial.eval t)
          (coupling_mul_next (a := a) (hb (k + 1) (by omega)))
        rw [if_pos (show k + 1 + 1 ≤ m by omega), if_pos (Nat.succ_pos k),
          Nat.add_sub_cancel] at h
        simp only [residual, eval_mul, eval_sub, eval_C, eval_X] at s
        apply mul_left_cancel₀ (hb (k + 1) (by omega))
        linear_combination h - u 0 * s + (t - a (k + 1)) * ih (k + 1) (by omega) (by omega)
          - b k * ih k (by omega) (by omega)
  exact key i (Nat.le_of_lt_succ i.isLt)

/-- The vector of Lanczos polynomials solves the eigenvalue equation at energy `t` up to
the residual polynomial on the last site. -/
theorem lanczos_relation (hb : ∀ k < m, b k ≠ 0) (t : ℝ) (i : Fin (m + 1)) :
    (jacobi a b m *ᵥ fun j : Fin (m + 1) => (lanczosPoly a b j).eval t) i =
      t * (lanczosPoly a b i).eval t - if (i : ℕ) = m then (residual a b m).eval t else 0 := by
  have hr : ∀ k, (residual a b k).eval t = (t - a k) * (lanczosPoly a b k).eval t
      - (if 0 < k then b (k - 1) * (lanczosPoly a b (k - 1)).eval t else 0) := by
    intro k
    rcases k with _ | k <;> simp [residual, lanczosPoly]
  have hi := i.isLt
  rw [jacobi_mulVec (fun k => (lanczosPoly a b k).eval t) i]
  have h := hr i
  by_cases him : (i : ℕ) = m
  · have hm : (residual a b m).eval t = (residual a b (i : ℕ)).eval t := by rw [him]
    rw [if_neg (show ¬ (i : ℕ) + 1 ≤ m by omega), if_pos him]
    linear_combination h + hm
  · have s := congrArg (Polynomial.eval t)
      (coupling_mul_next (a := a) (hb i (by omega)))
    rw [eval_mul, eval_C] at s
    rw [if_pos (show (i : ℕ) + 1 ≤ m by omega), if_neg him]
    linear_combination s + h

/-- The eigenvalues of the tridiagonal matrix are exactly the real zeros of the
residual polynomial. -/
theorem eigenvalue_iff_residual_zero (hb : ∀ k < m, b k ≠ 0) :
    (∃ v, v ≠ 0 ∧ jacobi a b m *ᵥ v = t • v) ↔ (residual a b m).eval t = 0 := by
  constructor
  · rintro ⟨v, hv0, hv⟩
    have hc := eigenvector_component hb hv
    have h0 : v 0 ≠ 0 := fun h => hv0 (by ext i; rw [hc i, h]; simp)
    have hvec : v = v 0 • fun j : Fin (m + 1) => (lanczosPoly a b j).eval t := by
      ext i
      exact hc i
    have h := congrFun hv (Fin.last m)
    have hl := lanczos_relation (a := a) hb t (Fin.last m)
    rw [if_pos (Fin.val_last m)] at hl
    have h1 : (jacobi a b m *ᵥ v) (Fin.last m) = v 0 *
        (jacobi a b m *ᵥ fun j : Fin (m + 1) => (lanczosPoly a b j).eval t) (Fin.last m) := by
      conv_lhs => rw [hvec, Matrix.mulVec_smul]
      rfl
    rw [h1, hl, Pi.smul_apply, smul_eq_mul, hc (Fin.last m)] at h
    apply mul_left_cancel₀ h0
    linear_combination -h
  · intro h
    refine ⟨fun j : Fin (m + 1) => (lanczosPoly a b j).eval t, fun h0 => ?_, ?_⟩
    · have h1 := congrFun h0 0
      simp [lanczosPoly] at h1
    · ext i
      rw [lanczos_relation hb t i, h]
      simp

/-- Confluent Christoffel–Darboux identity: the sum of squared Lanczos polynomials
in terms of the last polynomial, the residual polynomial and their derivatives. -/
theorem christoffel_darboux (hb : ∀ k < m, b k ≠ 0) :
    ∑ k ∈ Finset.range (m + 1), lanczosPoly a b k ^ 2 =
      derivative (residual a b m) * lanczosPoly a b m
        - residual a b m * derivative (lanczosPoly a b m) := by
  induction m with
  | zero => simp [residual, lanczosPoly]
  | succ m ih =>
    have s := coupling_mul_next (a := a) (hb m (by omega))
    have ds := congrArg derivative s
    rw [derivative_mul, derivative_C, zero_mul, zero_add] at ds
    rw [Finset.sum_range_succ, ih (fun k hk => hb k (by omega)), ← ds, ← s]
    simp only [residual, derivative_sub, derivative_mul, derivative_X, derivative_C]
    ring

/-- The sum of squared Lanczos polynomials is strictly positive at every energy. -/
theorem christoffelSum_pos (a b : ℕ → ℝ) (m : ℕ) (t : ℝ) : 0 < christoffelSum a b m t := by
  unfold christoffelSum
  rw [Finset.sum_range_succ']
  have h : 0 ≤ ∑ k ∈ Finset.range m, (lanczosPoly a b (k + 1)).eval t ^ 2 :=
    Finset.sum_nonneg fun _ _ => sq_nonneg _
  have h0 : (lanczosPoly a b 0).eval t = 1 := by simp [lanczosPoly]
  rw [h0]
  linarith

/-- For a unit eigenvector, the eigenvalue is a simple zero of the residual polynomial, and
the squared first component is the inverse sum of squared Lanczos polynomials, which also
equals the inverse of the residual's derivative times the last Lanczos polynomial. -/
theorem simple_eigenvalue_and_weight (hb : ∀ k < m, b k ≠ 0) {v : Fin (m + 1) → ℝ}
    (hv : jacobi a b m *ᵥ v = t • v) (hunit : v ⬝ᵥ v = 1) :
    ((residual a b m).eval t = 0 ∧ (derivative (residual a b m)).eval t ≠ 0) ∧
    v 0 ^ 2 = 1 / christoffelSum a b m t ∧
    v 0 ^ 2 = 1 / ((derivative (residual a b m)).eval t * (lanczosPoly a b m).eval t) := by
  have hpos := christoffelSum_pos a b m t
  have hz : (residual a b m).eval t = 0 :=
    (eigenvalue_iff_residual_zero hb).mp ⟨v, fun h => by simp [h] at hunit, hv⟩
  have hcd : christoffelSum a b m t =
      (derivative (residual a b m)).eval t * (lanczosPoly a b m).eval t := by
    have h := congrArg (Polynomial.eval t) (christoffel_darboux (a := a) hb)
    simpa [eval_finsetSum, hz, christoffelSum] using h
  -- normalisation fixes the first component
  have hw : v 0 ^ 2 * christoffelSum a b m t = 1 := by
    rw [← hunit, christoffelSum, ← Fin.sum_univ_eq_sum_range
      (fun k => (lanczosPoly a b k).eval t ^ 2) (m + 1), Finset.mul_sum]
    unfold dotProduct
    refine Finset.sum_congr rfl fun i _ => ?_
    rw [eigenvector_component hb hv i]
    ring
  have hmain : v 0 ^ 2 = 1 / christoffelSum a b m t := (eq_div_iff hpos.ne').mpr hw
  refine ⟨⟨hz, fun h => ?_⟩, hmain, hcd ▸ hmain⟩
  rw [hcd, h, zero_mul] at hpos
  exact lt_irrefl _ hpos

/-- The tridiagonal matrix is Hermitian. -/
theorem jacobi_isHermitian (a b : ℕ → ℝ) (m : ℕ) : (jacobi a b m).IsHermitian := by
  refine Matrix.IsHermitian.ext fun i j => ?_
  simp only [jacobi, Matrix.of_apply, star_trivial]
  split_ifs <;> first | rfl | omega | congr 1

/-- Every spectral moment of the first site is a quadrature sum over the eigenvalues,
with the inverse sums of squared Lanczos polynomials as weights. -/
theorem moment_eq_quadrature (hb : ∀ k < m, b k ≠ 0) (k : ℕ) :
    (jacobi a b m ^ k) 0 0 = ∑ j, 1 / christoffelSum a b m
      ((jacobi_isHermitian a b m).eigenvalues j) *
        (jacobi_isHermitian a b m).eigenvalues j ^ k := by
  let hJ := jacobi_isHermitian a b m
  let V : Matrix (Fin (m + 1)) (Fin (m + 1)) ℝ :=
    Matrix.of fun i j => (hJ.eigenvectorBasis j).ofLp i
  have he : ∀ j, jacobi a b m *ᵥ (fun i => V i j) = hJ.eigenvalues j • (fun i => V i j) :=
    fun j => hJ.mulVec_eigenvectorBasis j
  have hV : Vᵀ * V = 1 := by
    ext i j
    have h := orthonormal_iff_ite.mp hJ.eigenvectorBasis.orthonormal i j
    rw [Matrix.mul_apply, Matrix.one_apply, ← h, PiLp.inner_apply]
    refine Finset.sum_congr rfl fun x _ => ?_
    simp [V, mul_comm]
  have hpow : ∀ j, (jacobi a b m ^ k) *ᵥ (fun i => V i j) =
      hJ.eigenvalues j ^ k • (fun i => V i j) := by
    intro j
    induction k with
    | zero => simp
    | succ k ih =>
      rw [pow_succ, ← Matrix.mulVec_mulVec, he, Matrix.mulVec_smul, ih, smul_smul, pow_succ,
        mul_comm]
  -- insert the complete set of eigenvectors
  have hins : jacobi a b m ^ k = (jacobi a b m ^ k * V) * Vᵀ := by
    rw [mul_assoc, mul_eq_one_comm.mp hV, mul_one]
  rw [hins, Matrix.mul_apply]
  refine Finset.sum_congr rfl fun j _ => ?_
  have hunit : (fun i => V i j) ⬝ᵥ (fun i => V i j) = 1 := by
    have h := congrFun (congrFun hV j) j
    rw [Matrix.one_apply_eq] at h
    exact h
  have hw := (simple_eigenvalue_and_weight hb (he j) hunit).2.1
  have h0 : (jacobi a b m ^ k * V) 0 j = hJ.eigenvalues j ^ k * V 0 j := congrFun (hpow j) 0
  rw [h0, Matrix.transpose_apply, ← hw]
  ring

end

end LanczosGaussQuadrature
```

```lean
#print axioms LanczosGaussQuadrature.moment_eq_quadrature
```

```
'LanczosGaussQuadrature.moment_eq_quadrature' depends on axioms: [propext, Classical.choice, Quot.sound]
```

## Exact statements about a finite, unbroken chain

`jacobi a b m` is J, a matrix of size m + 1. The sequences `a` and `b` are defined on all natural numbers, but the matrix reads only the entries listed at the start. `lanczosPoly a b k` is p_k, `residual a b m` is r_m, and `christoffelSum a b m t` is the sum of squares up to and including site m. Because `residual` is not divided by b_m, no coupling beyond the matrix is needed.

The hypothesis `hb : ∀ k < m, b k ≠ 0` says that the chain is unbroken: in a Lanczos run, the iteration has not terminated before site m. Every theorem with `hb` in its statement assumes this, although the docstrings do not repeat it. The signs of the couplings are free. In `simple_eigenvalue_and_weight`, `hv` is the eigenvalue equation and `hunit` the normalisation of v. The conclusion states simplicity as r_m(t) = 0 with r_m′(t) ≠ 0, and gives both forms of the weight. The eigenspace is one-dimensional as well, since `eigenvector_component` leaves only v_0 free.

The proof follows the derivation closely:

- `jacobi_mulVec` computes one row of Jv, with conditionals that remove the missing neighbours at the ends.
- `eigenvector_component` is the induction along the chain. It cancels the non-zero coupling, and `linear_combination` combines the row equation with the recurrence.
- `lanczos_relation` is the equation with the residual on the last site, and `eigenvalue_iff_residual_zero` draws both directions from it.
- `christoffel_darboux` proves the identity between polynomials, before any t is chosen; `ring` carries out the cancellation in the induction step.
- `christoffelSum_pos` isolates the term p_0² = 1. The main theorem combines it with the identity and the normalisation.
- `moment_eq_quadrature` takes an eigenbasis from Mathlib's spectral theorem for Hermitian matrices, places it in the columns of `V`, and inserts V Vᵀ = 1 after J^k. Diagonalisability is therefore derived from `jacobi_isHermitian`.

The quadrature formula holds for every power k because it concerns the moments of J itself. Gaussian quadrature for a larger Hamiltonian H makes a different claim, that the moments of H in the starting vector agree with those of J up to degree 2m + 1; this, like the Lanczos iteration that produces J, its rounding errors and its loss of orthogonality, lies beyond what the theorems address. A code can rely on them for the algebra that leads from given coefficients to peak weights, while the quality of those coefficients has to be tested separately.
